# First-order response to a kick in a finite PAW model with fixed Hamiltonian and overlap

Take two basis functions with overlap matrix $S$, Hamiltonian $H$ and a Hermitian operator $D$:

$$S=\begin{pmatrix}2&1\\1&1\end{pmatrix},\quad H=\begin{pmatrix}3&1\\1&1\end{pmatrix},\quad D=\begin{pmatrix}0&1\\1&0\end{pmatrix}.$$

The vectors $c_0=(0,1)$ and $c_1=(1,-1)$ solve $Hc_k=E_kSc_k$ with $E_0=1$ and $E_1=2$, and they are orthonormal in $S$. To first order, a weak kick of strength $\kappa$ changes $c_0$ into $c_0+i\kappa S^{-1}Dc_0$. Here $Dc_0=(1,0)$ and $S^{-1}Dc_0=(1,-1)=c_1$, so the kick mixes in the other eigenstate. With $\hbar=1$, each part then acquires its own phase:

$$\psi(t)\approx e^{-it}c_0+i\kappa e^{-2it}c_1 .$$

Since $\langle c_0,Dc_0\rangle=0$ and $\langle c_0,Dc_1\rangle=1$, the expectation value to first order is $2\kappa\,\mathrm{Re}(ie^{-it})=2\kappa\sin t$. It oscillates at the transition frequency $E_1-E_0=1$.

The same mechanism works in any finite dimension. For an initial eigenstate $c_o$,

$$\frac{d}{d\kappa}\langle\psi,D\psi\rangle\Big|_{\kappa=0}=2\sum_k|\langle c_k,Dc_o\rangle|^2\sin((E_k-E_o)t).$$

This bears on real-time calculations of absorption spectra, where $D$ is a dipole component, for a single state evolving under a frozen Hamiltonian. PAW stands for the projector augmented-wave method, in which smooth pseudo-wavefunctions are orthonormal with respect to an overlap operator $S$. Only the resulting generalised eigenvalue problem is kept here; the projectors and augmentation terms that enter $S$, $H$ and $D$ are not modelled.

## The model

The finite type `ι` labels the components of a vector. Matrices are given a norm so that the exponential can be differentiated.

```lean
import Mathlib

open Matrix

namespace PAWKickResponse

noncomputable section

attribute [local instance] Matrix.linftyOpNormedRing Matrix.linftyOpNormedAlgebra

variable {ι : Type*} [Fintype ι] [DecidableEq ι]
```

The matrix element is $\langle x,Ay\rangle=\sum_i x_i^*(Ay)_i$, conjugate-linear in the first argument. The overlap enters only when it is written as the operator $A$.

```lean
/-- The matrix element `⟨x, A y⟩`. -/
def braket (x : ι → ℂ) (A : Matrix ι ι ℂ) (y : ι → ℂ) : ℂ := star x ⬝ᵥ (A *ᵥ y)
```

The eigenstates satisfy $\langle c_m,Sc_k\rangle=\delta_{mk}$ and $Hc_k=E_kSc_k$ with real $E_k$. They carry the same labels `ι` as the components, so there are as many of them as dimensions. The existence of this basis is a hypothesis. It stands in for the requirements that $H$ be Hermitian and $S$ positive definite, both of which follow from it by elementary algebra.

```lean
/-- The vectors `c n` are orthonormal in the overlap `S` and solve the generalised
eigenvalue problem `H c = E S c` with real energies. -/
structure IsPAWBasis (S H : Matrix ι ι ℂ) (c : ι → ι → ℂ) (E : ι → ℝ) : Prop where
  orth : ∀ m k, braket (c m) S (c k) = if m = k then 1 else 0
  eig : ∀ k, H *ᵥ c k = (E k : ℂ) • (S *ᵥ c k)
```

Apart from the kick, the state obeys $iS\dot\psi=H\psi$ with constant $S$ and $H$, so the propagator is $e^{-itS^{-1}H}$. In PAW the overlap depends on the atomic positions; it is constant here because the atoms are held still. Fixed $H$ means that the potential does not respond to the changed density, so the interaction corrections of time-dependent density-functional theory are absent.

```lean
/-- The propagator `exp(-i t S⁻¹ H)`. -/
def propagator (S H : Matrix ι ι ℂ) (t : ℝ) : Matrix ι ι ℂ :=
  NormedSpace.exp ((-(t * Complex.I) : ℂ) • (S⁻¹ * H))
```

An instantaneous pulse $-\kappa D\,\delta(t)$ added to $H$ multiplies the state by $e^{i\kappa S^{-1}D}$. The Lean definition accepts any real $t$, but only $t\ge0$ describes the system after the kick; for $t<0$ the formula merely continues the kicked state backwards. The kicked state at time $t$ is therefore

$$\psi(t)=e^{-itS^{-1}H}e^{i\kappa S^{-1}D}v .$$

```lean
/-- For `t ≥ 0`, the state at time `t` when the state `v` receives a kick of strength `κ` by `D` at
time zero. -/
def kicked (S H D : Matrix ι ι ℂ) (v : ι → ℂ) (t κ : ℝ) : ι → ℂ :=
  (propagator S H t * NormedSpace.exp (κ • (Complex.I • (S⁻¹ * D)))) *ᵥ v
```

## From exponentials to phases

For fixed $v$, the map $M\mapsto Mv$ is linear and continuous, so it can be taken through limits and derivatives.

```lean
/-- Application of a matrix to a fixed vector, as a continuous linear map of the matrix. -/
def applyTo (v : ι → ℂ) : Matrix ι ι ℂ →L[ℂ] (ι → ℂ) :=
  LinearMap.toContinuousLinearMap
    { toFun := fun M => M *ᵥ v
      map_add' := fun A B => Matrix.add_mulVec A B v
      map_smul' := fun a A => by
        ext i
        simp [Matrix.mulVec, dotProduct, Finset.mul_sum, mul_assoc] }
```

If $Xv=\mu v$, then $X^kv=\mu^kv$ for every power, and hence

$$e^Xv=\sum_k\frac{X^kv}{k!}=\sum_k\frac{\mu^k}{k!}v=e^\mu v .$$

The induction `hpow` gives the powers. The map `applyTo v` carries the matrix series to a series of vectors, and uniqueness of the limit identifies the two sums.

```lean
/-- The exponential of a matrix acts on an eigenvector as the exponential of the eigenvalue. -/
theorem exp_mulVec_of_eigen (X : Matrix ι ι ℂ) (v : ι → ℂ) (μ : ℂ) (h : X *ᵥ v = μ • v) :
    NormedSpace.exp X *ᵥ v = Complex.exp μ • v := by
  have hpow : ∀ k : ℕ, (X ^ k) *ᵥ v = μ ^ k • v := by
    intro k
    induction k with
    | zero => simp
    | succ k ih =>
      rw [pow_succ, ← Matrix.mulVec_mulVec, h, Matrix.mulVec_smul, ih, smul_smul, pow_succ']
  -- compare the two exponential series term by term
  have h2 := (NormedSpace.exp_series_hasSum_exp' (𝕂 := ℂ) X).map (applyTo v) (applyTo v).continuous
  have h3 := (NormedSpace.exp_series_hasSum_exp' (𝕂 := ℂ) μ).smul_const v
  have e : (applyTo v ∘ fun k : ℕ => ((k.factorial : ℂ)⁻¹) • X ^ k)
      = fun k : ℕ => (((k.factorial : ℂ)⁻¹) • μ ^ k) • v := by
    funext k
    change applyTo v (_ • X ^ k) = _
    rw [map_smul]
    change _ • ((X ^ k) *ᵥ v) = _
    rw [hpow, smul_assoc]
  rw [e] at h2
  rw [Complex.exp_eq_exp_ℂ]
  exact h2.unique h3
```

Let $C$ be the matrix with columns $c_k$. Orthonormality reads $C^\dagger SC=1$. For square matrices a left inverse is also a right inverse, so $CC^\dagger S=1$, and

$$S^{-1}=CC^\dagger=\sum_k c_kc_k^\dagger .$$

This is the completeness relation; `mul_eq_one_comm` supplies the exchange of left and right inverse.

```lean
/-- The overlap is invertible, and its inverse is the sum of the dyads `|c n⟩⟨c n|`. -/
theorem inverse_overlap {S H : Matrix ι ι ℂ} {c : ι → ι → ℂ} {E : ι → ℝ}
    (hb : IsPAWBasis S H c E) :
    S⁻¹ * S = 1 ∧ S⁻¹ = ∑ k, Matrix.vecMulVec (c k) (star (c k)) := by
  let C : Matrix ι ι ℂ := Matrix.of fun i j => c j i
  have hG : Cᴴ * (S * C) = 1 := by
    ext m k
    have := hb.orth m k
    simpa [braket, Matrix.mul_apply, Matrix.mulVec, dotProduct, Matrix.one_apply, C] using this
  -- a left inverse of a square matrix is a right inverse: this is completeness
  have h1 : (C * Cᴴ) * S = 1 := by
    rw [mul_assoc]
    exact mul_eq_one_comm.mp (by rw [mul_assoc]; exact hG)
  have h2 : S⁻¹ = C * Cᴴ := Matrix.inv_eq_left_inv h1
  refine ⟨by rw [h2, h1], ?_⟩
  rw [h2]
  ext i j
  simp [Matrix.mul_apply, Matrix.sum_apply, Matrix.vecMulVec_apply, C]
```

Applying this to $Dv$ gives the first-order change made by the kick, up to the factor $i\kappa$:

$$S^{-1}Dv=\sum_k\langle c_k,Dv\rangle c_k .$$

The proof writes out the components and exchanges the two finite sums.

```lean
/-- The vector `S⁻¹ D v` expanded in the basis has the coefficients `⟨c n, D v⟩`. -/
theorem kick_expansion {S H : Matrix ι ι ℂ} {c : ι → ι → ℂ} {E : ι → ℝ}
    (hb : IsPAWBasis S H c E) (D : Matrix ι ι ℂ) (v : ι → ℂ) :
    (S⁻¹ * D) *ᵥ v = ∑ k, braket (c k) D v • c k := by
  rw [← Matrix.mulVec_mulVec, (inverse_overlap hb).2]
  simp only [braket]
  generalize D *ᵥ v = w
  ext i
  change (∑ j, (∑ k, Matrix.vecMulVec (c k) (star (c k))) i j * w j) = _
  simp only [Matrix.sum_apply, Finset.sum_apply, Matrix.vecMulVec_apply, Pi.smul_apply,
    smul_eq_mul, Finset.sum_mul, dotProduct]
  rw [Finset.sum_comm]
  exact Finset.sum_congr rfl fun k _ => Finset.sum_congr rfl fun j _ => by ring
```

Multiplying the eigenvalue equation by $S^{-1}$ gives $S^{-1}Hc_k=E_kS^{-1}Sc_k=E_kc_k$.

```lean
/-- Each basis state is an eigenvector of `S⁻¹ H` with eigenvalue `E k`. -/
theorem eigen_inv {S H : Matrix ι ι ℂ} {c : ι → ι → ℂ} {E : ι → ℝ}
    (hb : IsPAWBasis S H c E) (k : ι) : (S⁻¹ * H) *ᵥ c k = (E k : ℂ) • c k := by
  rw [← Matrix.mulVec_mulVec, hb.eig, Matrix.mulVec_smul, Matrix.mulVec_mulVec,
    (inverse_overlap hb).1, Matrix.one_mulVec]
```

With $X=-itS^{-1}H$ and $\mu=-itE_k$, the exponential rule yields $e^{-itS^{-1}H}c_k=e^{-iE_kt}c_k$.

```lean
/-- Each basis state evolves in time by the phase `exp(-i t E)`. -/
theorem stationary_state {S H : Matrix ι ι ℂ} {c : ι → ι → ℂ} {E : ι → ℝ}
    (hb : IsPAWBasis S H c E) (t : ℝ) (k : ι) :
    propagator S H t *ᵥ c k = Complex.exp (-(t * Complex.I) * E k) • c k := by
  apply exp_mulVec_of_eigen
  rw [Matrix.smul_mulVec, eigen_inv hb, smul_smul]
```

## The rate of change of an expectation value

For Hermitian $D$, moving the operator to the other side gives $\langle x,Dy\rangle=\langle Dx,y\rangle=\langle y,Dx\rangle^*$.

```lean
omit [DecidableEq ι] in
/-- Matrix elements of a Hermitian operator are conjugate under exchange of the states. -/
theorem braket_symm {D : Matrix ι ι ℂ} (hD : D.IsHermitian) (x y : ι → ℂ) :
    braket x D y = star (braket y D x) := by
  have h : star x ᵥ* D = star (D *ᵥ x) := by rw [Matrix.star_mulVec, hD.eq]
  unfold braket
  rw [Matrix.dotProduct_mulVec, h, Matrix.star_dotProduct]
```

For a scalar $a$ and coefficients $b_k$, linearity gives

$$\Big\langle ax,D\sum_kb_kc_k\Big\rangle=\sum_ka^*b_k\langle x,Dc_k\rangle .$$

```lean
omit [DecidableEq ι] in
/-- The matrix element between a scaled state and a superposition, written term by term. -/
theorem braket_expand (a : ℂ) (x : ι → ℂ) (D : Matrix ι ι ℂ) (b : ι → ℂ) (c : ι → ι → ℂ) :
    braket (a • x) D (∑ k, b k • c k) = ∑ k, star a * (b k * braket x D (c k)) := by
  have hs := map_sum (Matrix.mulVecLin D) (fun k => b k • c k) Finset.univ
  simp only [Matrix.mulVecLin_apply] at hs
  simp only [braket, hs, star_smul, smul_dotProduct, dotProduct_sum, Matrix.mulVec_smul,
    dotProduct_smul, smul_eq_mul]
  exact Finset.sum_congr rfl fun k _ => by ring
```

Let $\psi$ now depend on a real parameter, with derivative $\psi'$. The product rule gives

$$\langle\psi,D\psi\rangle'=\langle\psi',D\psi\rangle+\langle\psi,D\psi'\rangle=z^*+z,\qquad z=\langle\psi,D\psi'\rangle .$$

Lean applies the product rule to each component and then uses the Hermitian symmetry for the first term.

```lean
omit [DecidableEq ι] in
/-- The expectation value of a Hermitian `D` along a path of states changes at the rate
`⟨ψ, D ψ'⟩` plus its complex conjugate. -/
theorem hasDerivAt_expectation {D : Matrix ι ι ℂ} (hD : D.IsHermitian) {ψ : ℝ → ι → ℂ}
    {ψ' : ι → ℂ} {κ : ℝ} (h : HasDerivAt ψ ψ' κ) :
    HasDerivAt (fun s => braket (ψ s) D (ψ s))
      (star (braket (ψ κ) D ψ') + braket (ψ κ) D ψ') κ := by
  have hi := hasDerivAt_pi.1 h
  have h1 : HasDerivAt (fun s => ∑ i, star (ψ s i) * ∑ j, D i j * ψ s j)
      (∑ i, (star (ψ' i) * ∑ j, D i j * ψ κ j + star (ψ κ i) * ∑ j, D i j * ψ' j)) κ :=
    HasDerivAt.fun_sum fun i _ => (hi i).star.fun_mul
      (HasDerivAt.fun_sum fun j _ => (hi j).const_mul (D i j))
  rw [← braket_symm hD]
  exact h1.congr_deriv (by rw [Finset.sum_add_distrib]; rfl)
```

For real $r$ and $\theta$, $ire^{-i\theta}=r\sin\theta+ir\cos\theta$. Adding the complex conjugate leaves $2r\sin\theta$.

```lean
/-- The term `i r exp(-iθ)` plus its complex conjugate is `2 r sin θ`. -/
theorem phase_term (r θ : ℝ) :
    star ((r : ℂ) * (Complex.I * Complex.exp (-(θ : ℂ) * Complex.I)))
      + (r : ℂ) * (Complex.I * Complex.exp (-(θ : ℂ) * Complex.I))
      = ((2 * (r * Real.sin θ) : ℝ) : ℂ) := by
  have h : star (Complex.exp (-(θ : ℂ) * Complex.I)) = Complex.exp (θ * Complex.I) := by
    rw [Complex.star_def, ← Complex.exp_conj]
    simp
  have hr : star (r : ℂ) = r := Complex.conj_ofReal r
  have hI : star Complex.I = -Complex.I := Complex.conj_I
  rw [star_mul', star_mul', h, hr, hI]
  push_cast
  simp only [Complex.sin]
  ring
```

## The sine formula

At $\kappa=0$ the state and its derivative with respect to $\kappa$ are

$$\psi=e^{-iE_ot}c_o,\qquad \psi'=i\sum_k\langle c_k,Dc_o\rangle e^{-iE_kt}c_k .$$

Since $\langle c_o,Dc_k\rangle=\langle c_k,Dc_o\rangle^*$, the number $z$ becomes

$$z=\sum_k|\langle c_k,Dc_o\rangle|^2\,i\,e^{-i(E_k-E_o)t},$$

and $z^*+z$ is the sum of sines. The term $k=o$ vanishes, so in dimension one the response is zero.

In the theorem, `hb` is the assumed eigenbasis, `hD` the Hermiticity of $D$, and `o` any label, not necessarily that of the ground state. The expectation value is treated as a complex function of the real variable $\kappa$; its derivative at zero is the stated real number. The proof follows the calculation above: `hψ` differentiates the kicked state, `h0` and `h1` give the two expansions, `hz` combines the phases, and `phase_term` produces each sine.

```lean
/-- The derivative at `κ = 0` of the expectation value of `D` in the state `kicked S H D (c o) t κ`
is `2 ∑ |⟨c n, D c o⟩|² sin((E n - E o) t)` for a system initially in the eigenstate `c o`. -/
theorem kick_response {S H D : Matrix ι ι ℂ} {c : ι → ι → ℂ} {E : ι → ℝ}
    (hb : IsPAWBasis S H c E) (hD : D.IsHermitian) (o : ι) (t : ℝ) :
    HasDerivAt (fun κ : ℝ => braket (kicked S H D (c o) t κ) D (kicked S H D (c o) t κ))
      ((2 * ∑ k, ‖braket (c k) D (c o)‖ ^ 2 * Real.sin ((E k - E o) * t) : ℝ) : ℂ) 0 := by
  -- derivative of the kicked state with respect to the kick strength
  have hM := (hasDerivAt_exp_smul_const (𝕂 := ℝ) (Complex.I • (S⁻¹ * D)) (0 : ℝ)).const_mul
    (propagator S H t)
  rw [zero_smul, NormedSpace.exp_zero, one_mul] at hM
  have hψ : HasDerivAt (kicked S H D (c o) t)
      ((propagator S H t * (Complex.I • (S⁻¹ * D))) *ᵥ c o) 0 :=
    ((applyTo (c o)).restrictScalars ℝ).hasFDerivAt.comp_hasDerivAt (0 : ℝ) hM
  have h0 : kicked S H D (c o) t 0 = Complex.exp (-(t * Complex.I) * E o) • c o := by
    unfold kicked
    rw [zero_smul, NormedSpace.exp_zero, mul_one, stationary_state hb]
  have h1 : (propagator S H t * (Complex.I • (S⁻¹ * D))) *ᵥ c o
      = ∑ k, (Complex.I * (braket (c k) D (c o) * Complex.exp (-(t * Complex.I) * E k))) • c k := by
    have hs := map_sum (Matrix.mulVecLin (propagator S H t))
      (fun k => braket (c k) D (c o) • c k) Finset.univ
    simp only [Matrix.mulVecLin_apply] at hs
    rw [← Matrix.mulVec_mulVec, Matrix.smul_mulVec, kick_expansion hb, Matrix.mulVec_smul, hs,
      Finset.smul_sum]
    refine Finset.sum_congr rfl fun k _ => ?_
    rw [Matrix.mulVec_smul, stationary_state hb, smul_smul, smul_smul, mul_assoc]
  refine (hasDerivAt_expectation hD hψ).congr_deriv ?_
  -- the phases combine to the transition frequencies
  have hz : braket (kicked S H D (c o) t 0) D
      ((propagator S H t * (Complex.I • (S⁻¹ * D))) *ᵥ c o)
      = ∑ k, ((‖braket (c k) D (c o)‖ ^ 2 : ℝ) : ℂ) *
        (Complex.I * Complex.exp (-(((E k - E o) * t : ℝ) : ℂ) * Complex.I)) := by
    rw [h0, h1, braket_expand]
    refine Finset.sum_congr rfl fun k _ => ?_
    have hp : Complex.exp (-(((E k - E o) * t : ℝ) : ℂ) * Complex.I)
        = star (Complex.exp (-(t * Complex.I) * E o)) * Complex.exp (-(t * Complex.I) * E k) := by
      rw [Complex.star_def, ← Complex.exp_conj, ← Complex.exp_add]
      congr 1
      simp only [map_mul, map_neg, Complex.conj_ofReal, Complex.conj_I]
      push_cast
      ring
    have hn : ((‖braket (c k) D (c o)‖ ^ 2 : ℝ) : ℂ)
        = braket (c k) D (c o) * star (braket (c k) D (c o)) := by
      rw [Complex.star_def, Complex.mul_conj, Complex.normSq_eq_norm_sq]
    rw [hp, hn, braket_symm hD (c o) (c k)]
    ring
  rw [hz, star_sum, ← Finset.sum_add_distrib, Finset.mul_sum, Complex.ofReal_sum]
  exact Finset.sum_congr rfl fun k _ => phase_term _ _
```

## The energy-weighted sum

Applying $S^{-1}H-E_o$ to the kick expansion multiplies each term by $E_k-E_o$. Taking the matrix element with $D$ and $c_o$ then gives

$$\langle c_o,D(S^{-1}H-E_o)S^{-1}Dc_o\rangle=\sum_k(E_k-E_o)|\langle c_k,Dc_o\rangle|^2 .$$

The right-hand side is half the initial slope in $t$ of the sine formula. The left-hand side needs only the operators and the initial eigenstate, not the other eigenstates. In the proof, `hu` is the weighted expansion and `braket_expand` takes the matrix element.

```lean
/-- Energy-weighted sum rule: the transition strengths weighted by the energy differences `E k - E
o` add up to the expectation value of `D (S⁻¹ H - E o) S⁻¹ D` in the state `c o`. -/
theorem energy_weighted_sum {S H D : Matrix ι ι ℂ} {c : ι → ι → ℂ} {E : ι → ℝ}
    (hb : IsPAWBasis S H c E) (hD : D.IsHermitian) (o : ι) :
    braket (c o) (D * ((S⁻¹ * H - (E o : ℂ) • 1) * (S⁻¹ * D))) (c o)
      = ((∑ k, (E k - E o) * ‖braket (c k) D (c o)‖ ^ 2 : ℝ) : ℂ) := by
  have hu : ((S⁻¹ * H - (E o : ℂ) • 1) * (S⁻¹ * D)) *ᵥ c o
      = ∑ k, (braket (c k) D (c o) * ((E k : ℂ) - E o)) • c k := by
    have hs := map_sum (Matrix.mulVecLin (S⁻¹ * H - (E o : ℂ) • 1))
      (fun k => braket (c k) D (c o) • c k) Finset.univ
    simp only [Matrix.mulVecLin_apply] at hs
    rw [← Matrix.mulVec_mulVec, kick_expansion hb, hs]
    refine Finset.sum_congr rfl fun k _ => ?_
    rw [Matrix.mulVec_smul, Matrix.sub_mulVec, eigen_inv hb, Matrix.smul_mulVec,
      Matrix.one_mulVec, ← sub_smul, smul_smul]
  have hx := braket_expand 1 (c o) D (fun k => braket (c k) D (c o) * ((E k : ℂ) - E o)) c
  rw [one_smul, ← hu] at hx
  have hl : braket (c o) (D * ((S⁻¹ * H - (E o : ℂ) • 1) * (S⁻¹ * D))) (c o)
      = braket (c o) D (((S⁻¹ * H - (E o : ℂ) • 1) * (S⁻¹ * D)) *ᵥ c o) := by
    unfold braket
    rw [Matrix.mulVec_mulVec]
  rw [hl, hx, Complex.ofReal_sum]
  refine Finset.sum_congr rfl fun k _ => ?_
  rw [braket_symm hD (c o) (c k), Complex.ofReal_mul, ← Complex.normSq_eq_norm_sq,
    ← Complex.mul_conj, star_one, Complex.star_def]
  push_cast
  ring
```

## The two-level numbers

For the opening example, $Sc_0=(1,1)=Hc_0$, while $Sc_1=(1,0)$ and $Hc_1=(2,0)$. This confirms the energies 1 and 2. The overlaps are

$$\langle c_0,Sc_0\rangle=1,\quad \langle c_1,Sc_1\rangle=1,\quad \langle c_0,Sc_1\rangle=0,$$

and the transition element is $\langle c_1,Dc_0\rangle=1$. Substitution in the sine formula returns $2\sin t$. The energy-weighted sum is $(2-1)\cdot1^2=1$, and the operator side agrees: $S^{-1}Dc_0=c_1$, $(S^{-1}H-1)c_1=c_1$ and $\langle c_0,Dc_1\rangle=1$.

The last theorem checks the basis conditions, the Hermiticity of $D$ and the transition element by evaluating every entry.

```lean
/-- A two-level system with a non-diagonal overlap, energies 1 and 2, and a Hermitian `D` whose
transition element between the two states is 1. -/
theorem kick_response_witness :
    IsPAWBasis !![2, 1; 1, 1] !![3, 1; 1, 1] ![![0, 1], ![1, -1]] ![1, 2] ∧
    (!![0, 1; 1, 0] : Matrix (Fin 2) (Fin 2) ℂ).IsHermitian ∧
    braket ![1, -1] !![0, 1; 1, 0] ![0, 1] = 1 := by
  refine ⟨⟨?_, ?_⟩, ?_, ?_⟩
  · intro m k
    fin_cases m <;> fin_cases k <;>
      norm_num [braket, Matrix.mulVec, dotProduct, Fin.sum_univ_two]
  · intro k
    ext i
    fin_cases k <;> fin_cases i <;>
      norm_num [Matrix.mulVec, dotProduct, Fin.sum_univ_two]
  · ext i j
    fin_cases i <;> fin_cases j <;> simp [Matrix.conjTranspose_apply]
  · norm_num [braket, Matrix.mulVec, dotProduct, Fin.sum_univ_two]

end

end PAWKickResponse
```

```lean
#print axioms PAWKickResponse.kick_response
-- 'PAWKickResponse.kick_response' depends on axioms: [propext, Classical.choice, Quot.sound]
#print axioms PAWKickResponse.energy_weighted_sum
-- 'PAWKickResponse.energy_weighted_sum' depends on axioms: [propext, Classical.choice, Quot.sound]
```
